# Fitting a planar nearest-neighbour spin spiral into $N$ sites costs at most $K(1-\cos(\pi/N))$ per bond, with $K=\sqrt{J^2+D^2}$

A spin spiral computed in a periodic supercell has to close on itself at the cell boundary. If its preferred turning angle doesn't fit, the calculation returns a different angle and an energy that is too high. Without a bound on that error, a small energy difference between the spiral and a competing magnetic order may come from the size of the cell and not from the magnet.

For a classical chain of planar spins with exchange $J$ and Dzyaloshinskii–Moriya coupling $D$ between nearest neighbours, the error is bounded as follows. When $K>0$, the best uniform spiral that fits into $N\ge 1$ sites lies above the unconstrained minimum $-K$ by at most $K(1-\cos(\pi/N))$ per bond. The bound is reached exactly when the preferred angle lies midway between two neighbouring angles that fit. This bears on supercell calculations of magnetic order in so far as the magnet is described by this one-angle, nearest-neighbour model.

In Lean 4 with Mathlib:

```lean
import Mathlib

open Real

namespace SpinSpiral

noncomputable section
```

## Spins, bonds and the angles that fit

Let the spin at site $n$ be the unit vector $S_n=(\cos qn,\sin qn)$. The number $q$ is called the pitch here. It is the angle turned per site, not the length of a full turn, for which the word is also used.

```lean
/-- The planar unit spin at site `n` of a spiral that turns by the angle `q` per site. -/
def spin (q : ℝ) (n : ℤ) : ℝ × ℝ := (Real.cos (q * n), Real.sin (q * n))
```

A bond from spin $s$ to spin $t$ has the energy $-J\,s\cdot t-D\,(s\times t)_z$. Positive $J$ therefore favours parallel spins, and positive $D$ favours a turn in the positive sense. Spin lengths are absorbed into the couplings.

```lean
/-- Energy of a bond between planar spins `s` and `t`, with exchange `J` (dot product) and
Dzyaloshinskii-Moriya coupling `D` (cross product). -/
def bondEnergy (J D : ℝ) (s t : ℝ × ℝ) : ℝ :=
  -J * (s.1 * t.1 + s.2 * t.2) - D * (s.1 * t.2 - s.2 * t.1)
```

For a spiral this will give the energy per bond
$$f(q)=-J\cos q-D\sin q .$$

```lean
/-- The energy per bond of a spiral as a function of its pitch `q`. -/
def spiralEnergy (J D q : ℝ) : ℝ := -J * Real.cos q - D * Real.sin q
```

The two couplings combine into one energy scale, $K=\sqrt{J^2+D^2}$, named `coupling J D`.

```lean
/-- The combined coupling strength `K = √(J² + D²)`. -/
def coupling (J D : ℝ) : ℝ := √(J ^ 2 + D ^ 2)
```

The candidates for a cell of $N$ sites are the pitches $q_m=2\pi m/N$. The integer $m$ is unrestricted, so each spiral appears many times, at pitches that differ by multiples of $2\pi$.

```lean
/-- The pitch `2πm/N` in a supercell of `N` sites, for `N ≥ 1`. -/
def allowedPitch (N : ℕ) (m : ℤ) : ℝ := 2 * π * m / N
```

Their energies form the set $\{f(q_m): m\in\mathbb Z\}$, whose least element is the supercell minimum.

```lean
/-- The energies per bond of the spirals with the allowed pitches `2πm/N`, for `N ≥ 1`. -/
def supercellEnergies (J D : ℝ) (N : ℕ) : Set ℝ :=
  Set.range fun m : ℤ => spiralEnergy J D (allowedPitch N m)
```

A pitch $q_0$ is ideal if $f(q_0)\le f(q)$ for every real $q$. This is a condition on $q_0$, since an ideal pitch can always be shifted by $2\pi$.

```lean
/-- An ideal pitch minimises the spiral energy over all real pitches. -/
def IsIdealPitch (J D q₀ : ℝ) : Prop := ∀ q, spiralEnergy J D q₀ ≤ spiralEnergy J D q
```

The formula for $f$ follows from the bond energy. Neighbouring spins differ by the angle $q(n+1)-qn=q$, so the subtraction formulas give $S_n\cdot S_{n+1}=\cos q$ and $(S_n\times S_{n+1})_z=\sin q$. The proof takes these two formulas as `hc` and `hs` and adds them with weights $J$ and $D$.

```lean
/-- Every bond of a spiral of pitch `q` has the energy `-J cos q - D sin q`. -/
theorem bondEnergy_spin (J D q : ℝ) (n : ℤ) :
    bondEnergy J D (spin q n) (spin q (n + 1)) = spiralEnergy J D q := by
  have e : q * ((n + 1 : ℤ) : ℝ) - q * n = q := by push_cast; ring
  have hc := Real.cos_sub (q * ((n + 1 : ℤ) : ℝ)) (q * n)
  have hs := Real.sin_sub (q * ((n + 1 : ℤ) : ℝ)) (q * n)
  rw [e] at hc hs
  simp only [bondEnergy, spin, spiralEnergy]
  linear_combination J * hc + D * hs
```

The pitches $q_m$ are precisely those that fit. If the spiral repeats after $N$ sites, comparing sites $0$ and $N$ gives $\cos(qN)=1$, hence $qN=2\pi m$. Conversely, if $q=q_m$, then $q(n+N)=qn+2\pi m$, which leaves both components of the spin unchanged.

```lean
/-- For `N ≥ 1`, a spiral repeats after `N` sites exactly when its pitch is `2πm/N` for an
integer `m`. -/
theorem periodic_iff {N : ℕ} (hN : 0 < N) (q : ℝ) :
    (∀ n : ℤ, spin q (n + N) = spin q n) ↔ ∃ m : ℤ, q = allowedPitch N m := by
  have hN' : (N : ℝ) ≠ 0 := by exact_mod_cast hN.ne'
  constructor
  · intro h
    have h1 : Real.cos (q * N) = 1 := by
      simpa [spin] using congrArg Prod.fst (h 0)
    obtain ⟨m, hm⟩ := (Real.cos_eq_one_iff _).mp h1
    refine ⟨m, ?_⟩
    rw [allowedPitch, eq_div_iff hN']
    linarith
  · rintro ⟨m, rfl⟩ n
    have h1 : allowedPitch N m * N = m * (2 * π) := by
      rw [allowedPitch, div_mul_cancel₀ _ hN']
      ring
    have e : allowedPitch N m * ((n + (N : ℤ) : ℤ) : ℝ)
        = allowedPitch N m * n + m * (2 * π) := by
      push_cast
      linear_combination h1
    unfold spin
    rw [e, Real.cos_add_int_mul_two_pi, Real.sin_add_int_mul_two_pi]
```

## The preferred angle without a cell

Suppose $J=K\cos q_0$ and $D=K\sin q_0$. Then
$$f(q)=-K(\cos q_0\cos q+\sin q_0\sin q)=-K\cos(q_0-q).$$

```lean
/-- If `J = K cos q₀` and `D = K sin q₀`, the spiral energy is `-K cos (q₀ - q)`. -/
theorem spiralEnergy_eq {J D q₀ : ℝ} (h : J = coupling J D * Real.cos q₀ ∧
    D = coupling J D * Real.sin q₀) (q : ℝ) :
    spiralEnergy J D q = -coupling J D * Real.cos (q₀ - q) := by
  rw [spiralEnergy, Real.cos_sub]
  linear_combination (-Real.cos q) * h.1 - Real.sin q * h.2
```

Such an angle always exists. If $J=D=0$, then $K=0$ and any angle will do. Otherwise it is the polar angle of the point $(J,D)$, which lies at distance $K$ from the origin. The proof covers both cases with the argument of the complex number $J+iD$, which Mathlib sets to $0$ when the number is zero.

```lean
/-- Couplings `J` and `D` are the components of a plane vector of length `K` at some angle. -/
theorem exists_phase (J D : ℝ) : ∃ q₀, J = coupling J D * Real.cos q₀ ∧
    D = coupling J D * Real.sin q₀ := by
  have hz : ‖(⟨J, D⟩ : ℂ)‖ = coupling J D := by
    rw [← Real.sqrt_sq (norm_nonneg (⟨J, D⟩ : ℂ)), Complex.sq_norm, Complex.normSq_apply]
    change √(J * J + D * D) = √(J ^ 2 + D ^ 2)
    rw [show J * J + D * D = J ^ 2 + D ^ 2 by ring]
  refine ⟨Complex.arg ⟨J, D⟩, ?_, ?_⟩
  · rw [← hz, Complex.norm_mul_cos_arg]
  · rw [← hz, Complex.norm_mul_sin_arg]
```

These two equations hold exactly when $q_0$ is ideal. If they hold, $f(q_0)=-K\le -K\cos(q_0-q)=f(q)$. For the other direction, let $\varphi$ be the angle just found, so that $f(\varphi)=-K$. An ideal $q_0$ satisfies $f(q_0)\le -K$, that is, $J\cos q_0+D\sin q_0\ge K$. Therefore
$$(J-K\cos q_0)^2+(D-K\sin q_0)^2=2K^2-2K(J\cos q_0+D\sin q_0)\le 0,$$
and both squares vanish. This inequality is `h4` in the proof.

```lean
/-- A pitch `q₀` is ideal exactly when `J = K cos q₀` and `D = K sin q₀`. -/
theorem isIdealPitch_iff (J D q₀ : ℝ) : IsIdealPitch J D q₀ ↔
    J = coupling J D * Real.cos q₀ ∧ D = coupling J D * Real.sin q₀ := by
  have hK : 0 ≤ coupling J D := Real.sqrt_nonneg _
  constructor
  · intro h
    obtain ⟨φ, hφ⟩ := exists_phase J D
    have h1 := h φ
    rw [spiralEnergy_eq hφ φ, sub_self, Real.cos_zero, spiralEnergy] at h1
    have h2 : coupling J D ^ 2 = J ^ 2 + D ^ 2 := Real.sq_sqrt (by positivity)
    have h3 := mul_nonneg hK (sub_nonneg.mpr h1)
    -- the squared distance between (J, D) and K (cos q₀, sin q₀) is not positive
    have h4 : (J - coupling J D * Real.cos q₀) ^ 2
        + (D - coupling J D * Real.sin q₀) ^ 2 ≤ 0 := by
      have h5 : coupling J D ^ 2 * (Real.sin q₀ ^ 2 + Real.cos q₀ ^ 2)
          = coupling J D ^ 2 := by rw [Real.sin_sq_add_cos_sq, mul_one]
      nlinarith
    constructor
    · nlinarith [sq_nonneg (J - coupling J D * Real.cos q₀),
        sq_nonneg (D - coupling J D * Real.sin q₀),
        pow_eq_zero_iff (two_ne_zero) |>.mp (le_antisymm
          (by linarith [sq_nonneg (D - coupling J D * Real.sin q₀)])
          (sq_nonneg (J - coupling J D * Real.cos q₀)))]
    · nlinarith [pow_eq_zero_iff (two_ne_zero) |>.mp (le_antisymm
          (by linarith [sq_nonneg (J - coupling J D * Real.cos q₀)])
          (sq_nonneg (D - coupling J D * Real.sin q₀)))]
  · intro h q
    rw [spiralEnergy_eq h, spiralEnergy_eq h, sub_self, Real.cos_zero]
    nlinarith [mul_nonneg hK (sub_nonneg.mpr (Real.cos_le_one (q₀ - q)))]
```

## The nearest fitting angle wins

On a grid of spacing $w>0$, every real $x$ lies within $w/2$ of some grid point. Rounding $x/w$ to an integer $k$ gives $|x/w-k|\le 1/2$, and multiplying by $w$ gives the claim.

```lean
/-- Every real number lies within half a spacing of a point of a regular grid. -/
theorem exists_grid_near {w : ℝ} (hw : 0 < w) (x : ℝ) : ∃ k : ℤ, |x - k * w| ≤ w / 2 := by
  refine ⟨round (x / w), ?_⟩
  have e : x - round (x / w) * w = (x / w - round (x / w)) * w := by
    rw [sub_mul, div_mul_cancel₀ _ hw.ne']
  rw [e, abs_mul, abs_of_pos hw]
  linarith [mul_le_mul_of_nonneg_right (abs_sub_round (x / w)) hw.le]
```

Now let $q_m$ be a fitting pitch with $\delta=q_0-q_m$ and $|\delta|\le\pi/N$. To compare it with any other $q_j$, use the grid of spacing $2\pi$ to choose an integer $k$ for which $\delta'=q_0-q_j-2\pi k$ lies in $[-\pi,\pi]$. Then
$$\delta'=\delta+\frac{2\pi i}{N},\qquad i=m-j-kN .$$
If $i=0$, the two distances agree. Otherwise $|\delta'|\ge 2\pi/N-\pi/N=\pi/N\ge|\delta|$. The cosine is even and decreases on $[0,\pi]$, so $\cos\delta'\le\cos\delta$, and multiplication by $-K$ gives $f(q_m)\le f(q_j)$.

In the formal statement, `IsLeast` says that $f(q_m)$ belongs to the set of supercell energies and is a lower bound for it. The three cases $i<0$, $i=0$ and $i>0$ are the branches of `lt_trichotomy`.

```lean
/-- For `N ≥ 1`, an allowed pitch within `π/N` of an ideal pitch attains the lowest energy
among all allowed pitches. -/
theorem nearest_isLeast {J D q₀ : ℝ} {N : ℕ} (hN : 0 < N) (h₀ : IsIdealPitch J D q₀)
    {m : ℤ} (hm : |q₀ - allowedPitch N m| ≤ π / N) :
    IsLeast (supercellEnergies J D N) (spiralEnergy J D (allowedPitch N m)) := by
  have hN' : (N : ℝ) ≠ 0 := by exact_mod_cast hN.ne'
  refine ⟨⟨m, rfl⟩, ?_⟩
  rintro _ ⟨j, rfl⟩
  have h := (isIdealPitch_iff J D q₀).mp h₀
  have hcos : Real.cos (q₀ - allowedPitch N j) ≤ Real.cos (q₀ - allowedPitch N m) := by
    -- bring the other phase difference into [-π, π]
    obtain ⟨k, hk⟩ := exists_grid_near Real.two_pi_pos (q₀ - allowedPitch N j)
    have hp : π / N * N = π := div_mul_cancel₀ _ hN'
    have e : q₀ - allowedPitch N j - k * (2 * π) = (q₀ - allowedPitch N m)
        + 2 * ((m - j - k * (N : ℤ) : ℤ) : ℝ) * (π / N) := by
      unfold allowedPitch
      push_cast
      linear_combination (2 * (k : ℝ)) * hp
    have hfar : |q₀ - allowedPitch N m| ≤ |q₀ - allowedPitch N j - k * (2 * π)| := by
      rw [e]
      generalize m - j - k * (N : ℤ) = i
      have hpos : 0 < π / N := by positivity
      have hb := abs_le.mp hm
      rcases lt_trichotomy i 0 with hi | hi | hi
      · have hi' : (i : ℝ) ≤ -1 := by exact_mod_cast (by omega : i ≤ -1)
        refine hm.trans (le_trans ?_ (neg_le_abs _))
        nlinarith [mul_le_mul_of_nonneg_right hi' hpos.le]
      · simp [hi]
      · have hi' : (1 : ℝ) ≤ i := by exact_mod_cast (by omega : 1 ≤ i)
        refine hm.trans (le_trans ?_ (le_abs_self _))
        nlinarith [mul_le_mul_of_nonneg_right hi' hpos.le]
    rw [← Real.cos_sub_int_mul_two_pi (q₀ - allowedPitch N j) k,
      ← Real.cos_abs (q₀ - allowedPitch N j - k * (2 * π)),
      ← Real.cos_abs (q₀ - allowedPitch N m)]
    exact Real.cos_le_cos_of_nonneg_of_le_pi (abs_nonneg _) (by linarith) hfar
  change spiralEnergy J D (allowedPitch N m) ≤ spiralEnergy J D (allowedPitch N j)
  rw [spiralEnergy_eq h, spiralEnergy_eq h]
  have hK : 0 ≤ coupling J D := Real.sqrt_nonneg _
  linarith [mul_le_mul_of_nonneg_left hcos hK]
```

A pitch that close is always available, because the fitting pitches form a grid of spacing $2\pi/N$.

```lean
/-- For `N ≥ 1`, some allowed pitch lies within `π/N` of any given pitch. -/
theorem exists_allowed_near {N : ℕ} (hN : 0 < N) (q : ℝ) :
    ∃ m : ℤ, |q - allowedPitch N m| ≤ π / N := by
  have hN' : (0 : ℝ) < N := by exact_mod_cast hN
  obtain ⟨m, hm⟩ := exists_grid_near (w := 2 * (π / N)) (by positivity) q
  refine ⟨m, ?_⟩
  rw [show allowedPitch N m = m * (2 * (π / N)) by unfold allowedPitch; ring]
  linarith
```

Hence the supercell minimum exists: take an ideal pitch, then a fitting pitch within $\pi/N$ of it.

```lean
/-- For `N ≥ 1`, the allowed spiral energies have a minimum. -/
theorem exists_minimum (J D : ℝ) {N : ℕ} (hN : 0 < N) :
    ∃ E, IsLeast (supercellEnergies J D N) E := by
  obtain ⟨q₀, h⟩ := exists_phase J D
  obtain ⟨m, hm⟩ := exists_allowed_near hN q₀
  exact ⟨_, nearest_isLeast hN ((isIdealPitch_iff J D q₀).mpr h) hm⟩
```

## The cost of the misfit

Let $E$ be the supercell minimum and $q_r$ a fitting pitch with $\delta=q_0-q_r$ and $|\delta|\le\pi/N$. Then $E=-K\cos\delta$, so
$$E-(-K)=K(1-\cos\delta)\le K\left(1-\cos\frac{\pi}{N}\right),$$
because $|\delta|\le\pi/N\le\pi$.

If equality holds, dividing by $K>0$ gives $\cos|\delta|=\cos(\pi/N)$. The cosine is injective on $[0,\pi]$, so $\delta=\pm\pi/N$. The ideal pitch is then the midpoint of $q_r$ and $q_{r+1}$, or of $q_{r-1}$ and $q_r$. Conversely, if $q_0=(q_m+q_{m+1})/2$, then $q_0-q_m=\pi/N$. The pitch $q_m$ attains the minimum, and $E=-K\cos(\pi/N)$.

The theorem takes four hypotheses: `hN` for $N\ge1$, `hK` for $K>0$, `h₀` for an ideal $q_0$, and `hE` for $E$ as the least supercell energy. Its conclusion joins the bound to the equivalence for equality. The condition $K>0$ means that at least one coupling is present. With $J=D=0$ both sides of the bound vanish and every pitch is ideal, including $q_0=0$, which is not a midpoint, so the equivalence fails.

At $N=1$ the only spiral that fits is the ferromagnet, and the bound is $2K$. It is reached for $D=0$ and $J<0$, when an antiferromagnet is forced into a one-site cell.

```lean
/-- For `N ≥ 1` and `K > 0`, the lowest allowed energy `E` exceeds `-K` by at most
`K (1 - cos (π/N))`, with equality exactly when the ideal pitch `q₀` lies midway between two
neighbouring allowed pitches. -/
theorem supercell_excess {J D q₀ E : ℝ} {N : ℕ} (hN : 0 < N) (hK : 0 < coupling J D)
    (h₀ : IsIdealPitch J D q₀) (hE : IsLeast (supercellEnergies J D N) E) :
    E - (-coupling J D) ≤ coupling J D * (1 - Real.cos (π / N)) ∧
    (E - (-coupling J D) = coupling J D * (1 - Real.cos (π / N)) ↔
      ∃ m : ℤ, q₀ = (allowedPitch N m + allowedPitch N (m + 1)) / 2) := by
  have h := (isIdealPitch_iff J D q₀).mp h₀
  have hp : 0 < π / N := by positivity
  have hpπ : π / N ≤ π := div_le_self Real.pi_pos.le (by exact_mod_cast hN)
  have ha : ∀ j : ℤ, allowedPitch N j = 2 * j * (π / N) := fun j => by
    unfold allowedPitch; ring
  obtain ⟨r, hr⟩ := exists_allowed_near hN q₀
  have hEr := hE.unique (nearest_isLeast hN h₀ hr)
  rw [spiralEnergy_eq h, ← Real.cos_abs] at hEr
  refine ⟨?_, ?_, ?_⟩
  · have hc := Real.cos_le_cos_of_nonneg_of_le_pi (abs_nonneg _) hpπ hr
    linarith [mul_le_mul_of_nonneg_left hc hK.le]
  · intro heq
    -- equal cosines on [0, π] force the distance to be exactly π/N
    have hc : Real.cos |q₀ - allowedPitch N r| = Real.cos (π / N) :=
      mul_left_cancel₀ hK.ne' (by linarith)
    have hd := Real.injOn_cos ⟨abs_nonneg _, hr.trans hpπ⟩ ⟨hp.le, hpπ⟩ hc
    rcases (abs_eq hp.le).mp hd with h1 | h1
    · refine ⟨r, ?_⟩
      rw [ha] at h1
      rw [ha, ha]
      push_cast
      linear_combination h1
    · refine ⟨r - 1, ?_⟩
      rw [ha] at h1
      rw [ha, ha]
      push_cast
      linear_combination h1
  · rintro ⟨m, hm⟩
    have hd : q₀ - allowedPitch N m = π / N := by
      rw [hm, ha, ha]
      push_cast
      ring
    have hEm := hE.unique (nearest_isLeast hN h₀ (by rw [hd, abs_of_pos hp]))
    rw [spiralEnergy_eq h, hd] at hEm
    rw [hEm]
    ring
```

Since $\cos x\ge 1-x^2/2$, the excess is also at most $K(\pi/N)^2/2$. This form shows the quadratic fall of the bound with cell length and needs no ideal pitch as input.

```lean
/-- For `N ≥ 1` and `K > 0`, the lowest allowed energy exceeds `-K` by at most
`K (π/N)² / 2`. -/
theorem supercell_excess_quadratic {J D E : ℝ} {N : ℕ} (hN : 0 < N)
    (hK : 0 < coupling J D) (hE : IsLeast (supercellEnergies J D N) E) :
    E - (-coupling J D) ≤ coupling J D * (π / N) ^ 2 / 2 := by
  obtain ⟨q₀, h⟩ := exists_phase J D
  have h1 := (supercell_excess hN hK ((isIdealPitch_iff J D q₀).mpr h) hE).1
  have h2 : 1 - (π / N) ^ 2 / 2 ≤ Real.cos (π / N) := Real.one_sub_sq_div_two_le_cos
  linarith [mul_le_mul_of_nonneg_left h2 hK.le]

end

end SpinSpiral
```

```lean
#print axioms SpinSpiral.bondEnergy_spin
#print axioms SpinSpiral.periodic_iff
#print axioms SpinSpiral.exists_minimum
#print axioms SpinSpiral.supercell_excess_quadratic
```

```
'SpinSpiral.bondEnergy_spin' depends on axioms: [propext, Classical.choice, Quot.sound]
'SpinSpiral.periodic_iff' depends on axioms: [propext, Classical.choice, Quot.sound]
'SpinSpiral.exists_minimum' depends on axioms: [propext, Classical.choice, Quot.sound]
'SpinSpiral.supercell_excess_quadratic' depends on axioms: [propext, Classical.choice, Quot.sound]
```

## Cells of 6, 10 and 12 sites

To find the supercell minimum in this model, take a cell of $N$ sites, turn the spins by $2\pi m/N$ per site for each $m=0,\dots,N-1$, and keep the lowest energy per bond. Take $J=8$ meV and $D=6$ meV as illustrative couplings. Then $K=10$ meV and the ideal pitch is about $36.87^\circ$.

| $N$ | best pitch | excess per bond (meV) | bound (meV) |
|---|---|---|---|
| 6 | $60^\circ$ | 0.804 | 1.340 |
| 10 | $36^\circ$ | 0.001 | 0.489 |
| 12 | $30^\circ$ | 0.072 | 0.341 |

The bound falls steadily with $N$, but the excess itself does not: the ten-site cell does better than the twelve-site cell because $36^\circ$ nearly matches the ideal pitch.

The step from these numbers to a real magnet is the assumption that its lowest state in the cell is a uniform planar spiral governed by $J$ and $D$ alone. Non-uniform textures, out-of-plane spins and longer-ranged couplings do not enter the comparison.
